# Ground-state entanglement entropy of two identical coupled oscillators: zero only at equal normal frequencies, unbounded as one mode softens

Let two identical coupled oscillators have normal frequencies $1$ and $4$, in units with $\hbar=m=1$: in the ground state each oscillator has position variance $5/16$ and momentum variance $5/4$, and their product is $25/64$. Each oscillator's state is Gaussian with no correlation between position and momentum, and such a state is pure only if the product has its minimum value $1/4$. So each oscillator alone is in a mixed state, with von Neumann entropy about $0.39$ (natural logarithm). With equal normal frequencies the product is exactly $1/4$ and the entropy is zero.

```lean
import Mathlib

open Filter Topology

namespace CoupledOscillatorEntropy

noncomputable section

/-- Ground-state position variance of one oscillator (`ħ = m = 1`): the average of the zero-point
variances `1/(2a)` and `1/(2b)` of the two normal modes. -/
def positionVariance (a b : ℝ) : ℝ := (1 / (2 * a) + 1 / (2 * b)) / 2

/-- Ground-state momentum variance of one oscillator: the average of the zero-point
variances `a/2` and `b/2` of the two normal modes. -/
def momentumVariance (a b : ℝ) : ℝ := (a / 2 + b / 2) / 2

/-- The symplectic eigenvalue of one oscillator: the square root of the product of its
position and momentum variances. -/
def symplecticEigenvalue (a b : ℝ) : ℝ :=
  √(positionVariance a b * momentumVariance a b)

/-- The entropy of a one-mode Gaussian state with symplectic eigenvalue `ν`. -/
def modeEntropy (ν : ℝ) : ℝ :=
  (ν + 1 / 2) * Real.log (ν + 1 / 2) - (ν - 1 / 2) * Real.log (ν - 1 / 2)

/-- The entanglement entropy of one oscillator in the ground state of a coupled pair with
normal frequencies `a` and `b`. -/
def entanglementEntropy (a b : ℝ) : ℝ := modeEntropy (symplecticEigenvalue a b)

/-- The symplectic eigenvalue in terms of the normal frequencies. -/
theorem symplecticEigenvalue_eq {a b : ℝ} (ha : 0 < a) (hb : 0 < b) :
    symplecticEigenvalue a b = (a + b) / (4 * √(a * b)) := by
  have h : positionVariance a b * momentumVariance a b = ((a + b) / (4 * √(a * b))) ^ 2 := by
    rw [div_pow, mul_pow, Real.sq_sqrt (by positivity)]
    unfold positionVariance momentumVariance
    field_simp
    ring
  rw [symplecticEigenvalue, h, Real.sqrt_sq (by positivity)]

/-- The symplectic eigenvalue is at least `1/2`, with equality exactly when the two normal
frequencies coincide. -/
theorem half_le_symplecticEigenvalue {a b : ℝ} (ha : 0 < a) (hb : 0 < b) :
    1 / 2 ≤ symplecticEigenvalue a b ∧ (symplecticEigenvalue a b = 1 / 2 ↔ a = b) := by
  have hs : 0 < √(a * b) := Real.sqrt_pos.2 (mul_pos ha hb)
  -- the excess over 1/2 is a perfect square
  have hgap : symplecticEigenvalue a b - 1 / 2 = (√a - √b) ^ 2 / (4 * √(a * b)) := by
    have hexp : (√a - √b) ^ 2 = a + b - 2 * √(a * b) := by
      rw [Real.sqrt_mul ha.le]
      linear_combination Real.sq_sqrt ha.le + Real.sq_sqrt hb.le
    have key : ∀ r : ℝ, 0 < r → (a + b) / (4 * r) - 1 / 2 = (a + b - 2 * r) / (4 * r) := by
      intro r hr
      field_simp
      ring
    rw [symplecticEigenvalue_eq ha hb, hexp, key _ hs]
  have hnn : 0 ≤ (√a - √b) ^ 2 / (4 * √(a * b)) :=
    div_nonneg (sq_nonneg _) (by linarith)
  refine ⟨by linarith, fun h => ?_, fun h => ?_⟩
  · by_contra hne
    have hd : √a - √b ≠ 0 := fun h0 =>
      hne ((Real.sqrt_inj ha.le hb.le).1 (sub_eq_zero.1 h0))
    have hsq : 0 < (√a - √b) ^ 2 :=
      lt_of_le_of_ne (sq_nonneg _) (Ne.symm (pow_ne_zero 2 hd))
    have hpos : 0 < (√a - √b) ^ 2 / (4 * √(a * b)) := div_pos hsq (by linarith)
    linarith
  · have h0 : (√a - √b) ^ 2 / (4 * √(a * b)) = 0 := by
      rw [h]
      simp
    linarith

/-- For `ν ≥ 1/2` the entropy lies between `log (ν + 1/2)` and `log (ν + 1/2) + 1`. -/
theorem modeEntropy_bounds {ν : ℝ} (hν : 1 / 2 ≤ ν) :
    Real.log (ν + 1 / 2) ≤ modeEntropy ν ∧ modeEntropy ν ≤ Real.log (ν + 1 / 2) + 1 := by
  rcases hν.eq_or_lt with h | h
  · rw [← h]
    norm_num [modeEntropy]
  · have hy : 0 < ν - 1 / 2 := by linarith
    have hx : 0 < ν + 1 / 2 := by linarith
    unfold modeEntropy
    constructor
    · have hl : Real.log (ν - 1 / 2) ≤ Real.log (ν + 1 / 2) :=
        Real.log_le_log hy (by linarith)
      nlinarith [mul_nonneg hy.le (sub_nonneg.2 hl)]
    · -- log x ≤ x - 1 at the ratio of the two arguments
      have key : ∀ x y : ℝ, 0 < y → y * (x / y - 1) = x - y := by
        intro x y hy
        field_simp
      have h1 := Real.log_le_sub_one_of_pos (div_pos hx hy)
      rw [Real.log_div hx.ne' hy.ne'] at h1
      have h2 := mul_le_mul_of_nonneg_left h1 hy.le
      rw [key _ _ hy] at h2
      nlinarith [h2]

/-- The symplectic eigenvalue depends only on the frequency ratio, through `√(b/a)`. -/
theorem symplecticEigenvalue_eq_ratio {a b : ℝ} (ha : 0 < a) (hb : 0 < b) :
    symplecticEigenvalue a b = (√(b / a) + (√(b / a))⁻¹) / 4 := by
  have hab : √(a * b) = a * √(b / a) := by
    rw [show a * b = a ^ 2 * (b / a) by field_simp, Real.sqrt_mul (sq_nonneg a),
      Real.sqrt_sq ha.le]
  have key : ∀ r : ℝ, 0 < r → b = a * r ^ 2 →
      (a + b) / (4 * (a * r)) = (r + r⁻¹) / 4 := by
    intro r hr h
    rw [h]
    field_simp
    ring
  rw [symplecticEigenvalue_eq ha hb, hab]
  refine key _ (Real.sqrt_pos.2 (div_pos hb ha)) ?_
  rw [Real.sq_sqrt (div_pos hb ha).le]
  field_simp

/-- For `a ≤ b` the entanglement entropy equals half the logarithm of the frequency ratio `b/a`
up to bounded corrections, `-log 4` from below and `1` from above. -/
theorem entanglementEntropy_log_bounds {a b : ℝ} (ha : 0 < a) (hab : a ≤ b) :
    Real.log (b / a) / 2 - Real.log 4 ≤ entanglementEntropy a b ∧
      entanglementEntropy a b ≤ Real.log (b / a) / 2 + 1 := by
  have hb : 0 < b := lt_of_lt_of_le ha hab
  have hq : 0 < b / a := div_pos hb ha
  have hr : 0 < √(b / a) := Real.sqrt_pos.2 hq
  have hr1 : 1 ≤ √(b / a) := Real.one_le_sqrt.2 ((one_le_div ha).2 hab)
  have hi : 0 < (√(b / a))⁻¹ := inv_pos.2 hr
  have hi1 : (√(b / a))⁻¹ ≤ 1 := inv_le_one_of_one_le₀ hr1
  have hν := symplecticEigenvalue_eq_ratio ha hb
  obtain ⟨hlo, hup⟩ := modeEntropy_bounds (half_le_symplecticEigenvalue ha hb).1
  rw [← Real.log_sqrt hq.le, ← Real.log_div hr.ne' (by norm_num)]
  unfold entanglementEntropy
  constructor
  · exact (Real.log_le_log (by positivity) (by linarith)).trans hlo
  · have h := Real.log_le_log (x := symplecticEigenvalue a b + 1 / 2) (y := √(b / a))
      (by linarith) (by linarith)
    linarith

/-- At fixed `b > 0` the entanglement entropy is nonnegative, vanishes exactly when the normal
frequencies coincide, and tends to infinity as the frequency `a` tends to zero from above. -/
theorem entanglementEntropy_main {b : ℝ} (hb : 0 < b) :
    (∀ a, 0 < a → 0 ≤ entanglementEntropy a b ∧ (entanglementEntropy a b = 0 ↔ a = b)) ∧
      Tendsto (fun a => entanglementEntropy a b) (𝓝[>] 0) atTop := by
  constructor
  · intro a ha
    obtain ⟨hhalf, heq⟩ := half_le_symplecticEigenvalue ha hb
    have hlo := (modeEntropy_bounds hhalf).1
    refine ⟨(Real.log_nonneg (by linarith)).trans hlo, fun h => ?_, fun h => ?_⟩
    · by_contra hne
      have hlt := lt_of_le_of_ne hhalf (fun h' => hne (heq.1 h'.symm))
      have hpos := Real.log_pos (x := symplecticEigenvalue a b + 1 / 2) (by linarith)
      unfold entanglementEntropy at h
      linarith
    · rw [entanglementEntropy, heq.2 h]
      norm_num [modeEntropy]
  · refine tendsto_atTop.2 fun C => ?_
    -- below this frequency the logarithmic lower bound exceeds C
    have hc : 0 < b * Real.exp (-2 * (C + Real.log 4)) := by positivity
    filter_upwards [Ioo_mem_nhdsGT hc, Ioo_mem_nhdsGT hb] with a h1 h2
    have hlog := Real.log_lt_log h1.1 h1.2
    rw [Real.log_mul hb.ne' (Real.exp_pos _).ne', Real.log_exp] at hlog
    have hlo := (entanglementEntropy_log_bounds h2.1 h2.2.le).1
    rw [Real.log_div hb.ne' h2.1.ne'] at hlo
    linarith

/-- Potential energy of two unit masses held by springs `k` and joined by a spring `κ`. -/
def springPotential (k κ x y : ℝ) : ℝ := k / 2 * (x ^ 2 + y ^ 2) + κ / 2 * (x - y) ^ 2

/-- The spring potential separates into the in-phase and out-of-phase modes, with frequencies
`√k` and `√(k + 2κ)`. -/
theorem springPotential_normal_modes {k κ : ℝ} (hk : 0 ≤ k) (hκ : 0 ≤ k + 2 * κ) (x y : ℝ) :
    springPotential k κ x y = √k ^ 2 / 2 * ((x + y) / √2) ^ 2 +
      √(k + 2 * κ) ^ 2 / 2 * ((x - y) / √2) ^ 2 := by
  rw [div_pow, div_pow, Real.sq_sqrt hk, Real.sq_sqrt hκ,
    Real.sq_sqrt (by norm_num : (0 : ℝ) ≤ 2), springPotential]
  ring

/-- For two masses on springs, the ground-state entanglement entropy vanishes exactly when the
joining spring constant `κ` is zero. -/
theorem spring_entropy_eq_zero_iff {k κ : ℝ} (hk : 0 < k) (hκ : 0 < k + 2 * κ) :
    entanglementEntropy (√k) (√(k + 2 * κ)) = 0 ↔ κ = 0 := by
  rw [((entanglementEntropy_main (Real.sqrt_pos.2 hκ)).1 _ (Real.sqrt_pos.2 hk)).2,
    Real.sqrt_inj hk.le hκ.le]
  constructor <;> intro h <;> linarith

end

end CoupledOscillatorEntropy
```

```lean
#print axioms CoupledOscillatorEntropy.springPotential_normal_modes
-- 'CoupledOscillatorEntropy.springPotential_normal_modes' depends on axioms: [propext, Classical.choice, Quot.sound]
#print axioms CoupledOscillatorEntropy.spring_entropy_eq_zero_iff
-- 'CoupledOscillatorEntropy.spring_entropy_eq_zero_iff' depends on axioms: [propext, Classical.choice, Quot.sound]
```

## Zero, positive, divergent

The theorem `entanglementEntropy_main` fixes one normal frequency $b>0$ and makes three claims about the entropy $S(a,b)$. For every $a>0$, $S\ge 0$. For every $a>0$, $S=0$ if and only if $a=b$. Finally, $S\to\infty$ as $a\to0$ through positive values; the filter `𝓝[>] 0` expresses this one-sided approach, and `atTop` expresses divergence to $+\infty$.

The rate is given by `entanglementEntropy_log_bounds`. For $0<a\le b$,

$$\tfrac12\log\frac ba-\log4\;\le\;S\;\le\;\tfrac12\log\frac ba+1 .$$

Thus in this harmonic two-oscillator model a soft mode leaves a mark on the quantum correlations as well as on the spectrum, but the entropy grows only logarithmically.

## From normal modes to one oscillator

Let $x,y$ be the displacements of the two unit masses. The normal coordinates are $(x+y)/\sqrt2$ and $(x-y)/\sqrt2$, with frequencies $a$ and $b$. In the ground state the modes are independent, a mode of frequency $\omega$ having position variance $1/(2\omega)$ and momentum variance $\omega/2$. Since $x$ is the sum of the normal coordinates divided by $\sqrt2$, its variance is the average of theirs, and the same holds for its momentum:

$$\langle x^2\rangle=\frac12\left(\frac1{2a}+\frac1{2b}\right)=\frac{a+b}{4ab},\qquad \langle p_x^2\rangle=\frac12\left(\frac a2+\frac b2\right)=\frac{a+b}4 .$$

These are `positionVariance` and `momentumVariance`. The ground-state wavefunction is a real Gaussian, so the state of one oscillator is Gaussian with no correlation between position and momentum. For such a state the square root of the product of the variances is the symplectic eigenvalue $\nu$, and the entropy, `modeEntropy`, is

$$S=(\nu+\tfrac12)\log(\nu+\tfrac12)-(\nu-\tfrac12)\log(\nu-\tfrac12),$$

with the natural logarithm. Lean sets `Real.log 0 = 0`, which agrees here with the convention $0\log0=0$.

The variances and the entropy formula enter as definitions. The file does not construct the ground-state wavefunction, take a partial trace, or derive the entropy of a Gaussian state. The equal weights in the averages also restrict the model to the symmetric pair of modes above.

The spring example supplies such a pair. If each mass is held by a spring $k$ and the two are joined by a spring $\kappa$, then `springPotential_normal_modes` separates the potential into modes with squared frequencies $k$ and $k+2\kappa$. The kinetic energy keeps its form because the change of coordinates is a rotation combined with a reflection. For $k>0$ and $k+2\kappa>0$, which includes some negative $\kappa$, `spring_entropy_eq_zero_iff` says that the entropy vanishes exactly when $\kappa=0$.

## The excess over one half is a square

Multiplying the variances gives $\nu^2=(a+b)^2/(16ab)$, hence

$$\nu=\frac{a+b}{4\sqrt{ab}},\qquad
\nu-\frac12=\frac{a+b-2\sqrt{ab}}{4\sqrt{ab}}=\frac{(\sqrt a-\sqrt b)^2}{4\sqrt{ab}} .$$

So $\nu\ge\frac12$, with equality exactly when $a=b$. The first formula is `symplecticEigenvalue_eq`, where `field_simp` and `ring` verify the squared identity before the positive root is taken. The second is `hgap` inside `half_le_symplecticEigenvalue`; if $a\ne b$, the square is strictly positive, which settles the equality case.

## Two bounds on the entropy

Write $u=\nu+\frac12$ and $v=\nu-\frac12$, so that $u-v=1$. When $v>0$,

$$S=u\log u-v\log v=\log u+v(\log u-\log v).$$

The last term is nonnegative because $u>v$. It is at most $1$, because $\log t\le t-1$ at $t=u/v$ gives

$$v\log\frac uv\le v\left(\frac uv-1\right)=u-v=1 .$$

Therefore $\log u\le S\le\log u+1$. At $v=0$ we have $u=1$ and $S=0$, so the bounds still hold. The lemma `modeEntropy_bounds` follows this split: `rcases` separates $\nu=\frac12$ from $\nu>\frac12$, and `nlinarith` assembles the inequalities.

Since $u\ge1$, the lower bound gives $S\ge\log u\ge0$. If $a\ne b$, then $u>1$ and $S>0$; if $a=b$, then $\nu=\frac12$ and $S=0$. This is the first half of the main proof.

## Logarithmic growth at a soft mode

Set $r=\sqrt{b/a}$. Dividing the numerator and denominator of $\nu$ by $\sqrt{ab}$ gives

$$\nu=\frac14\left(r+\frac1r\right),$$

which is `symplecticEigenvalue_eq_ratio`. For $a\le b$ we have $r\ge1$ and $1/r\le1$, so

$$\frac r4\le\nu+\frac12\le\frac r4+\frac34\le r .$$

Taking logarithms, using $\log r=\frac12\log(b/a)$, and inserting the entropy bounds yields the logarithmic estimate.

For divergence, choose any real $C$. If $0<a<b$ and $a<b\,e^{-2(C+\log4)}$, then $\frac12\log(b/a)>C+\log4$, and the lower estimate gives $S>C$. In Lean, `filter_upwards` imposes these two conditions on $a$ near zero, and `linarith` finishes the comparison.

## Starting from the spectrum instead

Another model would define the entropy as $-\sum_{n\ge0}p_n\log p_n$, with the geometric probabilities $p_n=(1-\xi)\xi^n$ and $\xi=(\nu-\frac12)/(\nu+\frac12)$. The closed formula for $S$ would then be a theorem about a convergent series, and nonnegativity would follow term by term. The cost would be the summation argument, and the geometric spectrum of the reduced state would itself remain an assumption unless derived from the wavefunction.
